# In cubic axes, the orthogonal matrices preserving the face-centred cubic lattice are the signed permutations

Put the origin on a point of a face-centred cubic lattice, align the axes with the cube edges, and measure length in units of half the cube edge. The lattice points are then the integer triples with even sum. Which proper and improper rotations about the origin, and which of these followed by a translation, carry this point set onto itself?

The same rule in \(n\) dimensions defines \(D_n\), written `evenLattice n`. Here \(D_3\) and \(D_4\) are lattices, not the point groups with those Schoenflies symbols. The set \(\mathbb Z^n\) of all integer vectors is `integerLattice n`. Vectors are real functions on `Fin n`, so coordinates are numbered from 0, and \(e_j\) denotes the \(j\)-th unit vector.

```lean
import Mathlib

open Matrix

namespace FccPointGroup

/-- The lattice `D_n`: real vectors with integer coordinates whose sum is even.
For `n = 3` this is the face-centred cubic lattice. -/
def evenLattice (n : ℕ) : AddSubgroup (Fin n → ℝ) where
  carrier := {x | ∃ z : Fin n → ℤ, (∀ i, x i = z i) ∧ (2 : ℤ) ∣ ∑ i, z i}
  zero_mem' := ⟨0, by simp, by simp⟩
  add_mem' {x y} hx hy := by
    obtain ⟨z, hz, h⟩ := hx
    obtain ⟨w, hw, k⟩ := hy
    refine ⟨z + w, fun i => by simp [hz i, hw i], ?_⟩
    simp only [Pi.add_apply, Finset.sum_add_distrib]
    exact dvd_add h k
  neg_mem' {x} hx := by
    obtain ⟨z, hz, h⟩ := hx
    refine ⟨-z, fun i => by simp [hz i], ?_⟩
    simp only [Pi.neg_apply, Finset.sum_neg_distrib]
    exact (dvd_neg).2 h

/-- The hypercubic lattice `Z^n`: real vectors with integer coordinates. -/
def integerLattice (n : ℕ) : Set (Fin n → ℝ) :=
  {x | ∃ z : Fin n → ℤ, ∀ i, x i = z i}
```

A matrix \(M\) acts on column vectors, written `M *ᵥ x`. `MapsOnto M L` says that the image of \(L\) equals \(L\): no point leaves the set and none is missed.

```lean
/-- The matrix `M` maps the set of points `L` onto itself. -/
def MapsOnto {n : ℕ} (M : Matrix (Fin n) (Fin n) ℝ) (L : Set (Fin n → ℝ)) : Prop :=
  (fun x => M *ᵥ x) '' L = L
```

In a signed permutation matrix, column \(j\) is \(s_j e_{\sigma(j)}\), with \(\sigma\) a permutation and \(s_j=\pm1\). Such a matrix permutes the cube axes and reverses some of them.

```lean
/-- A signed permutation matrix: column `j` has the entry `s j = ±1` in row `σ j`
and zeros elsewhere, for a permutation `σ`. -/
def IsSignedPerm {n : ℕ} (M : Matrix (Fin n) (Fin n) ℝ) : Prop :=
  ∃ (σ : Equiv.Perm (Fin n)) (s : Fin n → ℤ), (∀ j, s j = 1 ∨ s j = -1) ∧
    ∀ i j, M i j = if i = σ j then (s j : ℝ) else 0
```

## Three dimensions leave few vectors of squared length 4

The dimension enters through one count. If \(z_0^2+z_1^2+z_2^2=4\) for integers, each square is 0, 1 or 4. Without a 4 the sum is at most 3, so one entry is \(\pm2\) and the others vanish.

`short_vector` states this. Its proof bounds each entry between \(-2\) and \(2\) with `nlinarith`, `interval_cases` lists the remaining triples, and `omega` settles each one.

In four dimensions \((1,1,1,1)\) also has squared length 4, and the classification fails, as the last example shows.

```lean
/-- An integer triple of squared length 4 has one coordinate `±2` and the others zero. -/
theorem short_vector (z : Fin 3 → ℤ) (h : z 0 * z 0 + z 1 * z 1 + z 2 * z 2 = 4) :
    ∃ k, (z k = 2 ∨ z k = -2) ∧ ∀ i, i ≠ k → z i = 0 := by
  have key : ∀ a b c : ℤ, a * a + b * b + c * c = 4 →
      ((a = 2 ∨ a = -2) ∧ b = 0 ∧ c = 0) ∨ ((b = 2 ∨ b = -2) ∧ a = 0 ∧ c = 0) ∨
        ((c = 2 ∨ c = -2) ∧ a = 0 ∧ b = 0) := by
    intro a b c h
    have ha := mul_self_nonneg a
    have hb := mul_self_nonneg b
    have hc := mul_self_nonneg c
    have a1 : -2 ≤ a := by nlinarith
    have a2 : a ≤ 2 := by nlinarith
    have b1 : -2 ≤ b := by nlinarith
    have b2 : b ≤ 2 := by nlinarith
    have c1 : -2 ≤ c := by nlinarith
    have c2 : c ≤ 2 := by nlinarith
    clear ha hb hc
    interval_cases a <;> interval_cases b <;> interval_cases c <;> omega
  rcases key _ _ _ h with ⟨h, h1, h2⟩ | ⟨h, h1, h2⟩ | ⟨h, h1, h2⟩
  · refine ⟨0, h, fun i hi => ?_⟩
    fin_cases i
    exacts [absurd rfl hi, h1, h2]
  · refine ⟨1, h, fun i hi => ?_⟩
    fin_cases i
    exacts [h1, absurd rfl hi, h2]
  · refine ⟨2, h, fun i hi => ?_⟩
    fin_cases i
    exacts [h1, h2, absurd rfl hi]
```

## Orthogonality keeps lengths and angles

The hypothesis `hM : Mᵀ * M = 1` says that the operation is rigid; improper operations are included. It is used twice. Since \(2e_j\in D_3\), its image \(z=2Me_j\) is an integer triple, and normalisation of the column gives

\[
\sum_i z_i^2=4\sum_i M_{ij}^2=4 .
\]

By the count above, \(Me_j=s_je_{f(j)}\) for some row \(f(j)\) and sign \(s_j\). If \(f(j)=f(k)\) with \(j\ne k\), the scalar product of the two columns would be \(s_js_k=\pm1\), whereas orthogonality makes it 0. So \(f\) is injective, hence a permutation.

In the proof, `hcol` is the first use and `hinj` the second. Volume preservation would not suffice: the shear \((x_0,x_1,x_2)\mapsto(x_0+2x_1,x_1,x_2)\) has determinant 1 and maps \(D_3\) onto itself, but is not a signed permutation.

## Lattice vectors must go to lattice vectors

Every symmetry of the lattice satisfies this condition, and it supplies the integers in the argument above. `signedPerm_of_maps_into` asks only that no lattice vector leaves the lattice, and its proof applies this to the three vectors \(2e_j\). Orthogonality alone is not enough: a rotation by 45° about a cube axis sends \(2e_0\) to \((\sqrt2,\sqrt2,0)\).

The Lean device that assembles the columns is `choose`. `hcol` says that for each \(j\) there exist a row and a sign with certain properties; `choose f s hs hf h0 using hcol` turns this into functions `f` and `s`, together with proofs of those properties for every \(j\). Since `Fin 3` is finite, injectivity of `f` gives bijectivity, and `Equiv.ofBijective` packages it as the permutation \(\sigma\).

```lean
/-- A real orthogonal 3 by 3 matrix that sends every vector of the face-centred cubic
lattice to a lattice vector is a signed permutation matrix. -/
theorem signedPerm_of_maps_into (M : Matrix (Fin 3) (Fin 3) ℝ) (hM : Mᵀ * M = 1)
    (h : ∀ x ∈ evenLattice 3, M *ᵥ x ∈ evenLattice 3) : IsSignedPerm M := by
  have horth : ∀ j k, ∑ i, M i j * M i k = if j = k then 1 else 0 := by
    intro j k
    have e := congrFun (congrFun hM j) k
    rw [Matrix.mul_apply, Matrix.one_apply] at e
    exact e
  -- twice a column is a lattice vector of squared length 4
  have hcol : ∀ j, ∃ k, ∃ s : ℤ, (s = 1 ∨ s = -1) ∧ M k j = s ∧
      ∀ i, i ≠ k → M i j = 0 := by
    intro j
    obtain ⟨z, hz, -⟩ := h (fun k => if k = j then 2 else 0)
      ⟨fun k => if k = j then 2 else 0,
        fun i => by by_cases hi : i = j <;> simp [hi], by simp⟩
    have hc : ∀ i, 2 * M i j = z i := by
      intro i
      rw [← hz i]
      simp [Matrix.mulVec, dotProduct, mul_comm]
    have hn := horth j j
    rw [if_pos rfl, Fin.sum_univ_three] at hn
    have hr : (z 0 : ℝ) * z 0 + z 1 * z 1 + z 2 * z 2 = 4 := by
      rw [← hc 0, ← hc 1, ← hc 2]
      linear_combination 4 * hn
    obtain ⟨k, hk, h0⟩ := short_vector z (by exact_mod_cast hr)
    have hck := hc k
    have hzero : ∀ i, i ≠ k → M i j = 0 := by
      intro i hi
      have e := hc i
      rw [h0 i hi, Int.cast_zero] at e
      linarith
    rcases hk with hk | hk
    · refine ⟨k, 1, Or.inl rfl, ?_, hzero⟩
      rw [hk] at hck
      push_cast at hck ⊢
      linarith
    · refine ⟨k, -1, Or.inr rfl, ?_, hzero⟩
      rw [hk] at hck
      push_cast at hck ⊢
      linarith
  choose f s hs hf h0 using hcol
  -- orthogonal columns occupy different rows
  have hinj : Function.Injective f := by
    intro j k hjk
    by_contra hne
    have e := horth j k
    rw [if_neg hne, Finset.sum_eq_single (f j)
      (fun i _ hi => by rw [h0 j i hi, zero_mul]) (by simp), hf j, hjk, hf k] at e
    rcases hs j with a | a <;> rcases hs k with b | b <;> rw [a, b] at e <;> norm_num at e
  refine ⟨Equiv.ofBijective f (Finite.injective_iff_bijective.mp hinj), s, hs, ?_⟩
  intro i j
  rw [Equiv.ofBijective_apply]
  split_ifs with hi
  · rw [hi, hf j]
  · exact h0 j i hi
```

## Signs of modulus one make the map onto

For the converse, a signed permutation acts by \((Mx)_{\sigma(j)}=s_jx_j\), which is `act` in the proof. Integers stay integers, and the parity of the sum is unchanged because

\[
\sum_j s_jz_j=\sum_j z_j+\sum_j(s_j-1)z_j,\qquad s_j-1\in\{0,-2\},
\]

which is `par`. Given \(y\in D_n\), the vector \(x_j=s_jy_{\sigma(j)}\) lies in \(D_n\) by the same argument, and \(Mx=y\) because \(s_j^2=1\). This works in every dimension.

Odd integers in place of signs would keep the parity but could lose points: \(\mathrm{diag}(3,1,1)\) misses \((1,1,0)\).

```lean
/-- In every dimension a signed permutation matrix maps `D_n` onto itself. -/
theorem signedPerm_mapsOnto {n : ℕ} (M : Matrix (Fin n) (Fin n) ℝ)
    (h : IsSignedPerm M) : MapsOnto M (evenLattice n) := by
  obtain ⟨σ, s, hs, hM⟩ := h
  have act : ∀ (x : Fin n → ℝ) j, (M *ᵥ x) (σ j) = s j * x j := by
    intro x j
    change ∑ k, M (σ j) k * x k = _
    rw [Finset.sum_eq_single j
      (fun k _ hk => by rw [hM, if_neg (fun e => hk (σ.injective e).symm), zero_mul])
      (by simp), hM, if_pos rfl]
  -- changing signs does not change the parity of the sum
  have par : ∀ z : Fin n → ℤ, (2 : ℤ) ∣ ∑ j, z j → (2 : ℤ) ∣ ∑ j, s j * z j := by
    intro z hz
    have e : ∑ j, s j * z j = ∑ j, z j + ∑ j, (s j - 1) * z j := by
      rw [← Finset.sum_add_distrib]
      exact Finset.sum_congr rfl (fun j _ => by ring)
    rw [e]
    refine dvd_add hz (Finset.dvd_sum fun j _ => ?_)
    rcases hs j with a | a
    · exact ⟨0, by rw [a]; ring⟩
    · exact ⟨-z j, by rw [a]; ring⟩
  apply Set.Subset.antisymm
  · rintro _ ⟨x, ⟨z, hz, h2⟩, rfl⟩
    refine ⟨fun i => s (σ.symm i) * z (σ.symm i), fun i => ?_, ?_⟩
    · obtain ⟨j, rfl⟩ := σ.surjective i
      change (M *ᵥ x) (σ j) = _
      rw [act, hz j]
      simp
    · rw [Equiv.sum_comp σ.symm (fun j => s j * z j)]
      exact par z h2
  · rintro y ⟨z, hz, h2⟩
    refine ⟨fun j => s j * y (σ j), ⟨fun j => s j * z (σ j), fun j => ?_, ?_⟩, ?_⟩
    · simp [hz (σ j)]
    · exact par (fun j => z (σ j)) (by rw [Equiv.sum_comp σ z]; exact h2)
    · funext i
      obtain ⟨j, rfl⟩ := σ.surjective i
      change (M *ᵥ _) (σ j) = _
      rw [act]
      rcases hs j with a | a <;> simp [a]
```

The two directions combine into the criterion for operations that fix the origin.

```lean
/-- A real orthogonal 3 by 3 matrix maps the face-centred cubic lattice onto itself
if and only if it is a signed permutation matrix. -/
theorem fcc_point_group (M : Matrix (Fin 3) (Fin 3) ℝ) (hM : Mᵀ * M = 1) :
    MapsOnto M (evenLattice 3) ↔ IsSignedPerm M :=
  ⟨fun h => signedPerm_of_maps_into M hM
    (fun _ hx => h.subset (Set.mem_image_of_mem _ hx)), signedPerm_mapsOnto M⟩
```

If a spinless one-electron potential has the full symmetry of this bare lattice, then for each of these matrices \(M\) the wavevectors \(k\) and \(Mk\), written in Cartesian components along the cube edges, have the same band energies.

## The translation must be a lattice vector

For \(x\mapsto Mx+t\), the origin goes to \(t\), so \(t\in D_3\). Then \(Mx=(Mx+t)-t\) is a lattice vector whenever \(x\) is, and the linear result applies. Conversely, if \(M\) is a signed permutation and \(t\in D_3\), the image stays in \(D_3\); for \(y\in D_3\), the vector \(y-t\) equals \(Mx\) for some \(x\in D_3\), so \(y=Mx+t\). The proof of `fcc_space_group` takes the same steps, using closure of `evenLattice 3` under addition and subtraction.

Take the fourfold rotation \(M(x_0,x_1,x_2)=(-x_1,x_0,x_2)\) and \(t=(1,1,0)\). The point \((3,1,2)\), with sum 6, goes to \((-1,3,2)+(1,1,0)=(0,4,2)\), again with sum 6. With \(t=(1,0,0)\) the origin would land on a point of odd sum.

```lean
/-- For orthogonal `M`, the operation `x ↦ M x + t` maps the face-centred cubic lattice
onto itself if and only if `M` is a signed permutation matrix and `t` a lattice vector. -/
theorem fcc_space_group (M : Matrix (Fin 3) (Fin 3) ℝ) (hM : Mᵀ * M = 1)
    (t : Fin 3 → ℝ) :
    (fun x => M *ᵥ x + t) '' (evenLattice 3 : Set (Fin 3 → ℝ)) = evenLattice 3 ↔
      IsSignedPerm M ∧ t ∈ evenLattice 3 := by
  constructor
  · intro h
    have into : ∀ x ∈ evenLattice 3, M *ᵥ x + t ∈ evenLattice 3 :=
      fun x hx => h.subset ⟨x, hx, rfl⟩
    -- the image of the origin is the translation part
    have ht : t ∈ evenLattice 3 := by
      have e := into 0 (evenLattice 3).zero_mem
      rwa [Matrix.mulVec_zero, zero_add] at e
    refine ⟨signedPerm_of_maps_into M hM fun x hx => ?_, ht⟩
    have e := (evenLattice 3).sub_mem (into x hx) ht
    rwa [add_sub_cancel_right] at e
  · rintro ⟨hP, ht⟩
    have h := signedPerm_mapsOnto M hP
    apply Set.Subset.antisymm
    · rintro _ ⟨x, hx, rfl⟩
      exact (evenLattice 3).add_mem (h.subset ⟨x, hx, rfl⟩) ht
    · intro y hy
      obtain ⟨x, hx, e⟩ := h.symm.subset ((evenLattice 3).sub_mem hy ht)
      refine ⟨x, hx, ?_⟩
      change M *ᵥ x = y - t at e
      change M *ᵥ x + t = y
      rw [e, sub_add_cancel]
```

The step to a real crystal is the assumption that its atoms have the symmetry of the bare lattice. A basis of several atoms can remove operations or, as in diamond, admit operations \(x\mapsto Mx+t\) with \(M\ne1\) whose translation part \(t\) is not a lattice vector. With the origin on a diamond atom and a nearest neighbour at \(t=(\tfrac12,\tfrac12,\tfrac12)\), inversion followed by translation through \(t\) is one.

## Four dimensions admit a further symmetry

Let \(H\) be half the Sylvester-Hadamard matrix. Its columns have squared length \(4\cdot\tfrac14=1\), and two different columns agree in two entries and differ in sign in the other two, so \(H^{\mathsf T}H=1\).

```lean
/-- Half the 4 by 4 Sylvester-Hadamard matrix. -/
noncomputable def halfHadamard : Matrix (Fin 4) (Fin 4) ℝ :=
  (1 / 2 : ℝ) • !![1, 1, 1, 1; 1, -1, 1, -1; 1, 1, -1, -1; 1, -1, -1, 1]

/-- The action of half the Sylvester-Hadamard matrix on a vector, in coordinates. -/
theorem halfHadamard_mulVec (x : Fin 4 → ℝ) :
    halfHadamard *ᵥ x = ![(x 0 + x 1 + x 2 + x 3) / 2, (x 0 - x 1 + x 2 - x 3) / 2,
      (x 0 + x 1 - x 2 - x 3) / 2, (x 0 - x 1 - x 2 + x 3) / 2] := by
  ext i
  fin_cases i <;> simp [halfHadamard, Matrix.mulVec, dotProduct, Fin.sum_univ_four] <;> ring
```

For an integer vector \(z\) with sum \(2k\),

\[
Hz=(k,\;k-z_1-z_3,\;k-z_2-z_3,\;k-z_1-z_2).
\]

These entries are integers with sum \(4k-2(z_1+z_2+z_3)=2z_0\), so \(H\) maps \(D_4\) into itself. Being symmetric and orthogonal, \(H\) is its own inverse, hence the map is onto. But \(He_0=(\tfrac12,\tfrac12,\tfrac12,\tfrac12)\) is not in \(\mathbb Z^4\), and an entry \(\tfrac12\) cannot occur in a signed permutation matrix.

In the proof, `into` contains the integer formula, and the four parts of the statement follow in order.

```lean
/-- Half the 4 by 4 Sylvester-Hadamard matrix is orthogonal and maps `D_4` onto itself,
but it does not map `Z^4` onto itself and is not a signed permutation matrix. -/
theorem halfHadamard_exceptional :
    halfHadamardᵀ * halfHadamard = 1 ∧ MapsOnto halfHadamard (evenLattice 4) ∧
      ¬ MapsOnto halfHadamard (integerLattice 4) ∧ ¬ IsSignedPerm halfHadamard := by
  have into : ∀ x ∈ evenLattice 4, halfHadamard *ᵥ x ∈ evenLattice 4 := by
    rintro x ⟨z, hz, k, hk⟩
    rw [Fin.sum_univ_four] at hk
    have hr : (z 0 : ℝ) + z 1 + z 2 + z 3 = 2 * k := by exact_mod_cast hk
    refine ⟨![k, k - z 1 - z 3, k - z 2 - z 3, k - z 1 - z 2], fun i => ?_, z 0, ?_⟩
    · rw [halfHadamard_mulVec]
      fin_cases i <;> simp [hz] <;> linarith
    · rw [Fin.sum_univ_four]
      change k + (k - z 1 - z 3) + (k - z 2 - z 3) + (k - z 1 - z 2) = 2 * z 0
      linarith
  refine ⟨?_, ?_, ?_, ?_⟩
  · ext i j
    fin_cases i <;> fin_cases j <;>
      simp [halfHadamard, Matrix.mul_apply, Fin.sum_univ_four] <;> norm_num
  · apply Set.Subset.antisymm
    · rintro _ ⟨x, hx, rfl⟩
      exact into x hx
    · -- the matrix is its own inverse
      intro y hy
      refine ⟨halfHadamard *ᵥ y, into y hy, ?_⟩
      change halfHadamard *ᵥ (halfHadamard *ᵥ y) = y
      rw [halfHadamard_mulVec, halfHadamard_mulVec]
      ext i
      fin_cases i <;> simp <;> ring
  · -- the first unit vector goes to a vector of halves
    intro h
    have hx : (![1, 0, 0, 0] : Fin 4 → ℝ) ∈ integerLattice 4 :=
      ⟨![1, 0, 0, 0], fun i => by fin_cases i <;> simp⟩
    obtain ⟨z, hz⟩ := h.subset (Set.mem_image_of_mem _ hx)
    have h0 : ((1 : ℝ) + 0 + 0 + 0) / 2 = z 0 := by
      have e := hz 0
      simp only [halfHadamard_mulVec] at e
      simpa using e
    have h1 : (2 : ℝ) * z 0 = 1 := by linarith
    have h2 : 2 * z 0 = 1 := by exact_mod_cast h1
    omega
  · rintro ⟨σ, s, hs, hM⟩
    have e := hM 0 0
    have e0 : halfHadamard 0 0 = 1 / 2 := by simp [halfHadamard]
    rw [e0] at e
    split_ifs at e
    · rcases hs 0 with a | a <;> rw [a] at e <;> norm_num at e
    · norm_num at e

end FccPointGroup
```

```lean
#print axioms FccPointGroup.signedPerm_of_maps_into
#print axioms FccPointGroup.fcc_point_group
#print axioms FccPointGroup.fcc_space_group
#print axioms FccPointGroup.halfHadamard_exceptional
```

```
'FccPointGroup.signedPerm_of_maps_into' depends on axioms: [propext, Classical.choice, Quot.sound]
'FccPointGroup.fcc_point_group' depends on axioms: [propext, Classical.choice, Quot.sound]
'FccPointGroup.fcc_space_group' depends on axioms: [propext, Classical.choice, Quot.sound]
'FccPointGroup.halfHadamard_exceptional' depends on axioms: [propext, Classical.choice, Quot.sound]
```
